# Born terms can grow at first in a convergent Born series

For $0<r<1$ and $a>0$, let

$$X=\begin{pmatrix} r & a\\ 0 & r\end{pmatrix}.$$

The upper-right entry of $X^{n+1}$ exceeds that of $X^n$ exactly when $n(1-r)<r$. The series $\sum_{n\ge 0}X^n$ nevertheless converges to $(1-X)^{-1}$, whose upper-right entry is $a/(1-r)^2$. In this two-channel model, growth of the early Born terms is therefore no sign of divergence.

Here $X$ stands for the kernel $G_0V$ at a fixed energy, where $G_0$ is the free Green's matrix and $V$ the perturbation. The Dyson equation $G=G_0+XG$ for the full Green's matrix $G$ generates the Born series $G=\sum_n X^nG_0$. The number $r$ is the strength with which each channel scatters into itself, and $a$ is a one-way coupling between the channels. The one-way form is an idealisation: if $G_0$ is diagonal and invertible and $V$ is Hermitian, the two off-diagonal entries of $G_0V$ vanish only together.

## Powers, increments and the sum

The powers of the kernel are, for $n\ge 0$,

$$X^{n+1}=\begin{pmatrix} r^{n+1} & (n+1)r^n a\\ 0 & r^{n+1}\end{pmatrix}.$$

This holds for $n=0$. Multiplying by $X$ on the right gives the next upper-right entry, $r^{n+1}a+(n+1)r^n a\,r=(n+2)r^{n+1}a$, and the diagonal entries gain a factor $r$.

Write $c_n$ for the upper-right entry of $X^n$, so that $c_0=0$ and $c_{n+1}=(n+1)r^na$. The step from order 0 to order 1 is always a growth, since $c_1=a>0$, and the criterion reads $0<r$. For $n=m+1$,

$$c_{m+2}-c_{m+1}=r^m a\,[(m+2)r-(m+1)]=r^m a\,[\,r-(m+1)(1-r)\,].$$

The prefactor is positive, so the sign is that of $r-n(1-r)$.

For $|r|<1$ the geometric series and its derivative series give

$$\sum_{n\ge0}c_n=a\sum_{n\ge 0}(n+1)r^n=a\left[\frac{r}{(1-r)^2}+\frac{1}{1-r}\right]=\frac{a}{(1-r)^2}.$$

The diagonal entries sum to $1/(1-r)$. The sum of the series is thus

$$D=\begin{pmatrix}(1-r)^{-1} & a/(1-r)^2\\ 0&(1-r)^{-1}\end{pmatrix}.$$

It inverts $1-X$: the upper-right entry of $(1-X)D$ is $(1-r)\,a/(1-r)^2-a/(1-r)=0$, and the diagonal entries are 1. Since the Dyson equation is $(1-X)G=G_0$, its only solution is $G=DG_0$. If $|r|\ge1$, the diagonal entries $r^n$ do not tend to zero and the series diverges, whatever $a$ is.

The growth can last for any number of orders. With $r=(N+1)/(N+2)$ we have $1-r=1/(N+2)$, so the criterion becomes $n<N+1$, that is $n\le N$, and the entries sum to $a(N+2)^2$.

## Growing corrections in an iterative solver

A code that iterates $G\leftarrow G_0+XG$ from $G=G_0$ changes $G$ by $X^nG_0$ in its $n$-th update. Take $G_0=1$, $r=0.9$ and $a=1$. The upper-right corrections are $1,\ 1.8,\ 2.43,\dots$; they rise until order 9, are equal at orders 9 and 10, and then fall. Their sum is 100. A rule that aborts when a correction exceeds the previous one would stop this convergent calculation at its second update. For a finite matrix the test for convergence is whether all eigenvalues of $X$ lie inside the unit circle. One linear solve of $(1-X)G=G_0$ avoids the iteration altogether.

## The kernel and its dressing matrix in Lean

```lean
import Mathlib

open Matrix

namespace TransientBornGrowth

noncomputable section
```

The kernel is a real $2\times2$ matrix, with rows and columns numbered 0 and 1. The upper-right entry is therefore written `0 1`.

```lean
/-- The kernel of the Born series for two channels with equal diagonal strength `r` and a
one-way coupling `a`. -/
def bornKernel (r a : ℝ) : Matrix (Fin 2) (Fin 2) ℝ := !![r, a; 0, r]
```

The matrix $D$ is defined by its closed form; that it is an inverse is proved further down.

```lean
/-- The closed form of the dressing matrix that multiplies the free Green's matrix. -/
def dressing (r a : ℝ) : Matrix (Fin 2) (Fin 2) ℝ :=
  !![(1 - r)⁻¹, a / (1 - r) ^ 2; 0, (1 - r)⁻¹]
```

## The growth criterion

The induction follows the calculation by hand: `pow_succ` splits off one factor of $X$ on the right, and the four entries are checked separately.

```lean
/-- The Born term of order `n + 1` in closed form. -/
theorem bornKernel_pow_succ (r a : ℝ) (n : ℕ) :
    bornKernel r a ^ (n + 1) =
      !![r ^ (n + 1), ((n : ℝ) + 1) * r ^ n * a; 0, r ^ (n + 1)] := by
  induction n with
  | zero => simp [bornKernel]
  | succ n ih =>
    rw [pow_succ, ih]
    ext i j
    fin_cases i <;> fin_cases j <;>
      simp [bornKernel, Matrix.mul_apply, Fin.sum_univ_succ] <;> ring
```

The next theorem needs only $r>0$ and $a>0$, since growth is a statement about individual orders and not about the sum. Order 0 is treated on its own. For $n=m+1$, `hd` is the factorised increment and `hpos` the positivity of its prefactor.

```lean
/-- For `r > 0` and `a > 0` the coupling entry of the Born terms grows from order `n` to order `n +
1` exactly when `n (1 - r) < r`. -/
theorem coupling_grows_iff {r a : ℝ} (hr : 0 < r) (ha : 0 < a) (n : ℕ) :
    (bornKernel r a ^ n) 0 1 < (bornKernel r a ^ (n + 1)) 0 1 ↔ (n : ℝ) * (1 - r) < r := by
  cases n with
  | zero => simp [bornKernel, hr, ha]
  | succ m =>
    have entry : ∀ k : ℕ, (bornKernel r a ^ (k + 1)) 0 1 = ((k : ℝ) + 1) * r ^ k * a := by
      intro k
      rw [bornKernel_pow_succ]
      rfl
    -- the increment is a positive factor times the growth criterion
    have hd : (bornKernel r a ^ (m + 1 + 1)) 0 1 - (bornKernel r a ^ (m + 1)) 0 1
        = r ^ m * a * (r - ((m + 1 : ℕ) : ℝ) * (1 - r)) := by
      rw [entry (m + 1), entry m]
      push_cast
      ring
    have hpos : 0 < r ^ m * a := by positivity
    rw [← sub_pos, hd, mul_pos_iff_of_pos_left hpos, sub_pos]
```

## Summing the coupling entries

`HasSum f s` says that the series with terms `f` converges to `s`, independently of the order of summation. The proof first sums from order 1, adding the two standard series and multiplying by $a$. It then restores order 0, which contributes nothing.

```lean
/-- The coupling entries of all Born terms sum to `a / (1 - r)²` when `|r| < 1`. -/
theorem hasSum_coupling {r : ℝ} (a : ℝ) (hr : |r| < 1) :
    HasSum (fun n : ℕ => (bornKernel r a ^ n) 0 1) (a / (1 - r) ^ 2) := by
  have hr' : ‖r‖ < 1 := by simpa [Real.norm_eq_abs] using hr
  have hne : 1 - r ≠ 0 := (sub_pos.2 (abs_lt.1 hr).2).ne'
  -- geometric series plus its derivative series, starting at first order
  have h : HasSum (fun n : ℕ => (bornKernel r a ^ (n + 1)) 0 1) (a / (1 - r) ^ 2) := by
    have h2 := ((hasSum_coe_mul_geometric_of_norm_lt_one hr').add
      (hasSum_geometric_of_norm_lt_one hr')).mul_right a
    have hf : (fun n : ℕ => (bornKernel r a ^ (n + 1)) 0 1) =
        fun n : ℕ => ((n : ℝ) * r ^ n + r ^ n) * a := by
      funext n
      rw [bornKernel_pow_succ]
      show ((n : ℝ) + 1) * r ^ n * a = ((n : ℝ) * r ^ n + r ^ n) * a
      ring
    have hv : a / (1 - r) ^ 2 = (r / (1 - r) ^ 2 + (1 - r)⁻¹) * a := by
      field_simp
      ring
    rw [hf, hv]
    exact h2
  -- the zeroth order has no coupling entry
  have h0 := (hasSum_nat_add_iff (f := fun n : ℕ => (bornKernel r a ^ n) 0 1) 1).1 h
  simpa using h0
```

## The Dyson equation and its only solution

The product $(1-X)D=1$ is checked entry by entry. It requires only $r\ne1$, so $D$ also exists for values of $r$ at which the Born series diverges.

```lean
/-- For `r ≠ 1` the dressing matrix is a right inverse of one minus the Born kernel. -/
theorem one_sub_mul_dressing {r : ℝ} (a : ℝ) (hr : r ≠ 1) :
    (1 - bornKernel r a) * dressing r a = 1 := by
  have hne : 1 - r ≠ 0 := sub_ne_zero.2 hr.symm
  ext i j
  fin_cases i <;> fin_cases j <;>
    simp [bornKernel, dressing, Matrix.mul_apply, Fin.sum_univ_two, hne]
  -- only the coupling entry is left
  field_simp
  ring
```

For square matrices a right inverse is also a left inverse, which is the step `hL`. Multiplying $(1-X)G=G_0$ by $D$ gives one direction of the equivalence, and substituting $G=DG_0$ gives the other. The matrix $G_0$ is arbitrary.

```lean
/-- For `r ≠ 1` the Dyson equation `G = G₀ + X G` with the Born kernel `X` has exactly one
solution, the dressing matrix times `G₀`. -/
theorem dyson_iff {r : ℝ} (a : ℝ) (hr : r ≠ 1) (G₀ G : Matrix (Fin 2) (Fin 2) ℝ) :
    G = G₀ + bornKernel r a * G ↔ G = dressing r a * G₀ := by
  have hR := one_sub_mul_dressing a hr
  have hL : dressing r a * (1 - bornKernel r a) = 1 := mul_eq_one_comm.1 hR
  constructor
  · intro h
    have h1 : (1 - bornKernel r a) * G = G₀ := by
      rw [sub_mul, one_mul]
      exact sub_eq_of_eq_add h
    rw [← h1, ← mul_assoc, hL, one_mul]
  · intro h
    have h1 : (1 - bornKernel r a) * G = G₀ := by
      rw [h, ← mul_assoc, hR, one_mul]
    rw [sub_mul, one_mul] at h1
    exact eq_add_of_sub_eq h1
```

## Convergence of the matrix series

A matrix series converges exactly when each entry does. The entry `0 0` is the geometric series, which forces $|r|<1$. Conversely, when $|r|<1$ the diagonal entries are geometric, the coupling entry is covered by `hasSum_coupling`, and the remaining entry is zero.

```lean
/-- The Born series converges exactly when `|r| < 1`, whatever the coupling `a`. -/
theorem born_series_summable_iff (r a : ℝ) :
    Summable (fun n : ℕ => bornKernel r a ^ n) ↔ |r| < 1 := by
  have hd : ∀ n : ℕ, (bornKernel r a ^ n) 0 0 = r ^ n ∧ (bornKernel r a ^ n) 1 0 = 0 ∧
      (bornKernel r a ^ n) 1 1 = r ^ n := by
    intro n
    cases n with
    | zero => simp
    | succ n => rw [bornKernel_pow_succ]; exact ⟨rfl, rfl, rfl⟩
  rw [← Real.norm_eq_abs, ← summable_geometric_iff_norm_lt_one]
  constructor
  · intro h
    have h00 : Summable (fun n : ℕ => (bornKernel r a ^ n) 0 0) :=
      Pi.summable.1 (Pi.summable.1 h 0) 0
    exact h00.congr fun n => by rw [(hd n).1]
  · intro h
    have hr : |r| < 1 := by
      simpa [Real.norm_eq_abs] using summable_geometric_iff_norm_lt_one.1 h
    refine Pi.summable.2 fun i => Pi.summable.2 fun j => ?_
    fin_cases i <;> fin_cases j
    · exact h.congr fun n => (hd n).1.symm
    · exact (hasSum_coupling a hr).summable
    · exact summable_zero.congr fun n => (hd n).2.1.symm
    · exact h.congr fun n => (hd n).2.2.symm
```

The main theorem joins the growth criterion, the convergence to the resolvent and the value of the coupling entry. Lean's matrix inverse is defined even for singular matrices, so the proof first identifies it with $D$ through the product $(1-X)D=1$. The limit is then found without summing the entries again: splitting off order 0 shows that the sum $S$ obeys $S=1+XS$, which is the Dyson equation with $G_0=1$, and hence $S=D$.

```lean
/-- For `0 < r < 1` and `a > 0` the coupling entry of the Born terms grows at order `n` exactly
when `n (1 - r) < r`, and the Born series converges to the resolvent `(1 - X)⁻¹`, whose
coupling entry is `a / (1 - r)²`. -/
theorem transient_growth {r a : ℝ} (hr : 0 < r) (hr1 : r < 1) (ha : 0 < a) :
    (∀ n : ℕ, (bornKernel r a ^ n) 0 1 < (bornKernel r a ^ (n + 1)) 0 1 ↔
      (n : ℝ) * (1 - r) < r) ∧
    HasSum (fun n : ℕ => bornKernel r a ^ n) (1 - bornKernel r a)⁻¹ ∧
    (1 - bornKernel r a)⁻¹ 0 1 = a / (1 - r) ^ 2 := by
  have habs : |r| < 1 := by rwa [abs_of_pos hr]
  have hR := one_sub_mul_dressing a hr1.ne
  have hinv : (1 - bornKernel r a)⁻¹ = dressing r a := Matrix.inv_eq_right_inv hR
  refine ⟨coupling_grows_iff hr ha, ?_, by rw [hinv]; rfl⟩
  have hs := (born_series_summable_iff r a).2 habs
  -- the sum S obeys S = 1 + X S, so the Dyson equation identifies it
  have hS : (∑' n : ℕ, bornKernel r a ^ n) =
      1 + bornKernel r a * ∑' n : ℕ, bornKernel r a ^ n := by
    rw [← hs.tsum_mul_left (bornKernel r a), hs.tsum_eq_zero_add, pow_zero]
    simp only [pow_succ']
  have hD := (dyson_iff a hr1.ne 1 _).1 hS
  rw [mul_one] at hD
  rw [hinv, ← hD]
  exact hs.hasSum
```

## Growth through a prescribed number of orders

The last theorem inserts $r=(N+1)/(N+2)$ for a natural number $N$. Already at $N=0$, where $r=1/2$, the entry grows in the step from order 0 to order 1 and in no later step. The sum stated here is that of the coupling entries; since this $r$ lies between 0 and 1, `transient_growth` gives convergence of the whole matrix series.

```lean
/-- For `a > 0` and `r = (N + 1) / (N + 2)` the coupling entry grows from order `n` to order `n + 1`
exactly when `n ≤ N`, and the coupling entries still have the finite sum `a (N + 2)²`. -/
theorem growth_of_any_length {a : ℝ} (ha : 0 < a) (N : ℕ) :
    (∀ n : ℕ, (bornKernel (((N : ℝ) + 1) / (N + 2)) a ^ n) 0 1 <
      (bornKernel (((N : ℝ) + 1) / (N + 2)) a ^ (n + 1)) 0 1 ↔ n ≤ N) ∧
    HasSum (fun n : ℕ => (bornKernel (((N : ℝ) + 1) / (N + 2)) a ^ n) 0 1)
      (a * ((N : ℝ) + 2) ^ 2) := by
  have hp : (0 : ℝ) < (N : ℝ) + 2 := by positivity
  have hr : (0 : ℝ) < ((N : ℝ) + 1) / (N + 2) := by positivity
  have e : 1 - ((N : ℝ) + 1) / (N + 2) = 1 / (N + 2) := by
    field_simp
    ring
  constructor
  · intro n
    rw [coupling_grows_iff hr ha, e, mul_one_div, div_lt_div_iff_of_pos_right hp]
    constructor
    · intro h
      have h' : n < N + 1 := by exact_mod_cast h
      omega
    · intro h
      have h' : n < N + 1 := by omega
      exact_mod_cast h'
  · have habs : |((N : ℝ) + 1) / (N + 2)| < 1 := by
      rw [abs_of_pos hr, div_lt_one hp]
      linarith
    have h := hasSum_coupling a habs
    have hv : a / (1 / ((N : ℝ) + 2)) ^ 2 = a * ((N : ℝ) + 2) ^ 2 := by
      field_simp
    rwa [e, hv] at h

end

end TransientBornGrowth
```

```lean
#print axioms TransientBornGrowth.born_series_summable_iff
#print axioms TransientBornGrowth.transient_growth
#print axioms TransientBornGrowth.growth_of_any_length
```

```
'TransientBornGrowth.born_series_summable_iff' depends on axioms: [propext, Classical.choice, Quot.sound]
'TransientBornGrowth.transient_growth' depends on axioms: [propext, Classical.choice, Quot.sound]
'TransientBornGrowth.growth_of_any_length' depends on axioms: [propext, Classical.choice, Quot.sound]
```
